# Energy derivative of a stationary, idempotent density matrix in a moving basis

A gradient-based geometry optimisation uses the slope of the total energy along each nuclear coordinate, and the electronic energy contributes to it. The density matrix changes along the coordinate, and so does the overlap matrix when the basis functions move with the nuclei. For non-interacting electrons in a finite basis, the derivative of the density matrix can be eliminated from the electronic slope if the density matrix is idempotent and stationary.

Let t be a real nuclear coordinate, and let H, S and P be the Hamiltonian, overlap and density matrices. A prime denotes the derivative at t₀. The energy is E = tr(P H), and the result is

E' = tr(P H') − tr(W S'), with W = P H P.

Two conditions enter. Idempotency, P S P = P, says that every spin orbital is either filled or empty. Stationarity, H P S = S P H, says that H does not mix filled and empty orbitals. The finite type `n` labels the basis functions. Matrix entries are complex, and neither Hermiticity nor an invertible S is assumed.

```lean
import Mathlib

open Matrix Topology

namespace DensityMatrixPulay

variable {n : Type*} [Fintype n] [DecidableEq n]
```

Differentiability is meant entry by entry.

```lean
/-- The matrix family `A` has derivative `A'` at the parameter value `t₀`, entry by entry. -/
def HasMatrixDerivAt (A : ℝ → Matrix n n ℂ) (A' : Matrix n n ℂ) (t₀ : ℝ) : Prop :=
  ∀ i j, HasDerivAt (fun t => A t i j) (A' i j) t₀
```

For orbitals with H cᵢ = εᵢ S cᵢ, cᵢ†S cⱼ = δᵢⱼ and Hermitian H and S, the matrix P = Σᵢ cᵢcᵢ† over filled orbitals gives W = Σᵢ εᵢ cᵢcᵢ†, the usual energy-weighted density matrix. A closed-shell, spin-summed density matrix must be halved first to fit this convention, and the resulting energy and slope must then be doubled.

```lean
/-- The energy-weighted density matrix `W = P H P`. -/
def energyWeighted (P H : Matrix n n ℂ) : Matrix n n ℂ := P * H * P
```

## The overlap fixes the occupied block

The product rule keeps the order of the factors:

(A B)' = A' B + A B'.

It follows from the scalar rule applied to each term of the sum Σₖ Aᵢₖ Bₖⱼ.

```lean
omit [DecidableEq n] in
/-- The product rule for matrix families, with the order of the factors kept. -/
theorem HasMatrixDerivAt.mul {A B : ℝ → Matrix n n ℂ} {A' B' : Matrix n n ℂ} {t₀ : ℝ}
    (hA : HasMatrixDerivAt A A' t₀) (hB : HasMatrixDerivAt B B' t₀) :
    HasMatrixDerivAt (fun t => A t * B t) (A' * B t₀ + A t₀ * B') t₀ := by
  intro i j
  have h : HasDerivAt (fun t => ∑ k, A t i k * B t k j)
      (∑ k, (A' i k * B t₀ k j + A t₀ i k * B' k j)) t₀ :=
    HasDerivAt.fun_sum fun k _ => (hA i k).fun_mul (hB k j)
  simpa [Matrix.mul_apply, Finset.sum_add_distrib] using h
```

Differentiating P S P = P, and writing X for P', gives

X = X S P + P S' P + P S X.

Multiply by P S on the left and S P on the right, then contract each P S P to P:

P S X S P = P S X S P + P S' P + P S X S P.

Hence P S X S P = −P S' P. In Lean, `noncomm_ring` regroups the products and `rw [hid]` contracts them.

```lean
/-- If `P S P = P` and `X` satisfies the differentiated idempotency condition
`X = X S P + P S' P + P S X`, then its occupied block is `P S X S P = -P S' P`. -/
theorem occupied_response {P S S' X : Matrix n n ℂ} (hid : P * S * P = P)
    (hX : X = X * S * P + P * S' * P + P * S * X) :
    P * S * X * S * P = -(P * S' * P) := by
  have h : P * S * X * S * P = P * S * X * S * (P * S * P)
      + (P * S * P) * S' * (P * S * P) + (P * S * P) * S * X * S * P := by
    calc P * S * X * S * P
        = P * S * (X * S * P + P * S' * P + P * S * X) * S * P := by rw [← hX]
      _ = _ := by noncomm_ring
  rw [hid] at h
  linear_combination (norm := abel) -h
```

## Stationarity removes the response

Idempotency and stationarity give

H P S = H P S P S = S P H P S.

The cyclic trace and the previous block identity then give

tr(X H P S) = tr(P S X S P H) = −tr(P S' P H) = −tr(W S').

Now insert the equation for X into tr(X H). Its first and last terms both equal tr(X H P S), so

tr(X H) = 2 tr(X H P S) + tr(W S') = −tr(W S').

These are `h1`, `h2` and `h4` below; `h3` is the cyclic step that produces W.

```lean
/-- If `P S P = P`, `H P S = S P H` and `X` satisfies the differentiated idempotency condition
`X = X S P + P S' P + P S X`, then `tr (X H) = -tr (W S')` with `W = P H P`. -/
theorem response_energy {P S H S' X : Matrix n n ℂ} (hid : P * S * P = P)
    (hX : X = X * S * P + P * S' * P + P * S * X) (hc : H * P * S = S * P * H) :
    Matrix.trace (X * H) = -Matrix.trace (energyWeighted P H * S') := by
  unfold energyWeighted
  -- stationarity confines `H P S` to the occupied block
  have h1 : H * P * S = S * P * H * P * S := by
    calc H * P * S = H * (P * S * P) * S := by rw [hid]
      _ = (H * P * S) * P * S := by noncomm_ring
      _ = S * P * H * P * S := by rw [hc]
  have h3 : Matrix.trace (P * S' * P * H) = Matrix.trace (P * H * P * S') := by
    calc Matrix.trace (P * S' * P * H) = Matrix.trace ((P * S') * (P * H)) := by
          simp only [Matrix.mul_assoc]
      _ = Matrix.trace ((P * H) * (P * S')) := Matrix.trace_mul_comm _ _
      _ = _ := by simp only [Matrix.mul_assoc]
  have h2 : Matrix.trace (X * (H * P * S)) = -Matrix.trace (P * S' * P * H) := by
    calc Matrix.trace (X * (H * P * S)) = Matrix.trace ((X * S * P * H) * (P * S)) := by
          rw [h1]; simp only [Matrix.mul_assoc]
      _ = Matrix.trace ((P * S) * (X * S * P * H)) := Matrix.trace_mul_comm _ _
      _ = Matrix.trace ((P * S * X * S * P) * H) := by simp only [Matrix.mul_assoc]
      _ = _ := by rw [occupied_response hid hX, Matrix.neg_mul, Matrix.trace_neg]
  have h4 : Matrix.trace (X * H) = Matrix.trace (X * (H * P * S))
      + Matrix.trace (P * S' * P * H) + Matrix.trace (X * (H * P * S)) := by
    calc Matrix.trace (X * H)
        = Matrix.trace ((X * S * P + P * S' * P + P * S * X) * H) := by rw [← hX]
      _ = Matrix.trace (X * (S * P * H)) + Matrix.trace (P * S' * P * H)
          + Matrix.trace ((P * S) * (X * H)) := by
          simp only [Matrix.add_mul, Matrix.trace_add, Matrix.mul_assoc]
      _ = _ := by
          rw [← hc, Matrix.trace_mul_comm (P * S) (X * H)]
          simp only [Matrix.mul_assoc]
  rw [h4, h2, h3]
  ring
```

The product rule gives E' = tr(P' H) + tr(P H'), and the first term is now known. The theorem `pulay_force` states this whole derivative; the force has the opposite sign. The term "Pulay force" usually means only the part of the force that is due to the motion of the basis functions.

Idempotency is required for all t near t₀ (`∀ᶠ t in 𝓝 t₀`), because it is differentiated; uniqueness of derivatives then yields the equation for P'. Stationarity is needed only at t₀. Differentiability of P is assumed, not derived.

The step to Hartree–Fock or Kohn–Sham theory remains open here: there H depends on P, and tr(P H) is not the electronic energy. In Hartree–Fock theory, for example, it counts the electron repulsion twice.

```lean
/-- Energy derivative in density-matrix form: if `H`, `S` and `P` are differentiable at `t₀`,
`P S P = P` near `t₀` and `H P S = S P H` at `t₀`, then the derivative of `tr (P H)` at `t₀` is
`tr (P H') - tr (W S')`, without the derivative of `P`. -/
theorem pulay_force {H S P : ℝ → Matrix n n ℂ} {H' S' P' : Matrix n n ℂ} {t₀ : ℝ}
    (hH : HasMatrixDerivAt H H' t₀) (hS : HasMatrixDerivAt S S' t₀)
    (hP : HasMatrixDerivAt P P' t₀) (hid : ∀ᶠ t in 𝓝 t₀, P t * S t * P t = P t)
    (hc : H t₀ * P t₀ * S t₀ = S t₀ * P t₀ * H t₀) :
    HasDerivAt (fun t => Matrix.trace (P t * H t))
      (Matrix.trace (P t₀ * H') - Matrix.trace (energyWeighted (P t₀) (H t₀) * S')) t₀ := by
  -- differentiate the idempotency condition
  have hX : P' = P' * S t₀ * P t₀ + P t₀ * S' * P t₀ + P t₀ * S t₀ * P' := by
    have h := (hP.mul hS).mul hP
    rw [← Matrix.add_mul]
    ext i j
    refine (hP i j).unique ((h i j).congr_of_eventuallyEq (hid.mono fun t ht => ?_))
    change P t i j = (P t * S t * P t) i j
    rw [ht]
  have hPH := hP.mul hH
  have hT : HasDerivAt (fun t => Matrix.trace (P t * H t))
      (Matrix.trace (P' * H t₀ + P t₀ * H')) t₀ :=
    HasDerivAt.fun_sum fun i _ => hPH i i
  refine hT.congr_deriv ?_
  rw [Matrix.trace_add, response_energy hid.self_of_nhds hX hc]
  ring
```

Setting H = S makes stationarity trivial and gives conservation of the electron number to first order:

tr(P S)' = tr(P S') − tr(P S P S') = 0.

```lean
/-- If `S` and `P` are differentiable at `t₀` and `P S P = P` near `t₀`, the electron number
`tr (P S)` has zero derivative at `t₀`. -/
theorem electron_number_stationary {S P : ℝ → Matrix n n ℂ} {S' P' : Matrix n n ℂ} {t₀ : ℝ}
    (hS : HasMatrixDerivAt S S' t₀) (hP : HasMatrixDerivAt P P' t₀)
    (hid : ∀ᶠ t in 𝓝 t₀, P t * S t * P t = P t) :
    HasDerivAt (fun t => Matrix.trace (P t * S t)) 0 t₀ := by
  refine (pulay_force hS hS hP hid rfl).congr_deriv ?_
  rw [energyWeighted, hid.self_of_nhds, sub_self]
```

## What stationarity means

For P S P = P, the condition H P S = S P H is equivalent to tr(X H) = 0 for every X with X = X S P + P S X, that is, for every first-order variation of P that preserves idempotency at fixed overlap. This does not justify dropping tr(P' H) in general when S' ≠ 0, since P' then need not be such a variation.

One direction is the previous result with S' = 0. For the other, any matrix Y gives an allowed variation

X = P S Y + Y S P − 2 P S Y S P.

Since tr(X H) = 0 for all Y,

H P S + S P H − 2 S P H P S = 0.

Multiplying by S P on the left gives S P H = S P H P S; multiplying by P S on the right gives H P S = S P H P S. The two are therefore equal.

```lean
/-- For `P S P = P`, the condition `H P S = S P H` holds exactly when `tr (X H) = 0` for every
first-order variation `X` of `P` that preserves idempotency at fixed overlap. -/
theorem stationary_iff {P S H : Matrix n n ℂ} (hid : P * S * P = P) :
    (∀ X : Matrix n n ℂ, X = X * S * P + P * S * X → Matrix.trace (X * H) = 0) ↔
      H * P * S = S * P * H := by
  constructor
  · intro h
    -- every matrix `Y` generates an allowed variation
    have key : ∀ Y : Matrix n n ℂ, Matrix.trace
        (Y * (H * P * S + S * P * H - S * P * H * P * S - S * P * H * P * S)) = 0 := by
      intro Y
      have t := h (P * S * Y + Y * S * P - P * S * Y * S * P - P * S * Y * S * P) (by
        symm
        calc _ = P * S * Y * S * P + P * S * Y * S * P + Y * S * (P * S * P)
              + (P * S * P) * S * Y - P * S * Y * S * (P * S * P)
              - P * S * Y * S * (P * S * P) - (P * S * P) * S * Y * S * P
              - (P * S * P) * S * Y * S * P := by noncomm_ring
          _ = _ := by rw [hid]; noncomm_ring)
      have c1 := Matrix.trace_mul_comm (P * S) (Y * H)
      have c2 := Matrix.trace_mul_comm (P * S) (Y * S * P * H)
      simp only [Matrix.add_mul, Matrix.sub_mul, Matrix.mul_add, Matrix.mul_sub,
        Matrix.trace_add, Matrix.trace_sub, Matrix.mul_assoc] at t c1 c2 ⊢
      linear_combination t - c1 + 2 * c2
    have hZ : H * P * S + S * P * H - S * P * H * P * S - S * P * H * P * S = 0 := by
      generalize H * P * S + S * P * H - S * P * H * P * S - S * P * H * P * S = Z at key ⊢
      ext i j
      have k := key (Matrix.of fun a b => if b = i then (if a = j then 1 else 0) else 0)
      simpa [Matrix.trace, Matrix.mul_apply] using k
    -- project onto the occupied space from the left and from the right
    have l : S * P * (H * P * S + S * P * H - S * P * H * P * S - S * P * H * P * S)
        = S * P * H * P * S + S * (P * S * P) * H - S * (P * S * P) * H * P * S
          - S * (P * S * P) * H * P * S := by noncomm_ring
    have r : (H * P * S + S * P * H - S * P * H * P * S - S * P * H * P * S) * (P * S)
        = H * (P * S * P) * S + S * P * H * P * S - S * P * H * (P * S * P) * S
          - S * P * H * (P * S * P) * S := by noncomm_ring
    rw [hid, hZ, Matrix.mul_zero] at l
    rw [hid, hZ, Matrix.zero_mul] at r
    linear_combination (norm := abel) l - r
  · intro hc X hX
    have hX' : X = X * S * P + P * 0 * P + P * S * X := by
      rw [Matrix.mul_zero, Matrix.zero_mul, add_zero]
      exact hX
    simpa using response_energy hid hX' hc
```

## Two basis functions, one electron

A quadratic path A + t B + t² C has derivative B at t = 0.

```lean
/-- The quadratic matrix family `A + t B + t² C`. -/
def quadraticPath (A B C : Matrix n n ℂ) (t : ℝ) : Matrix n n ℂ :=
  A + (t : ℂ) • B + ((t : ℂ) ^ 2) • C

omit [Fintype n] [DecidableEq n] in
/-- The quadratic family `A + t B + t² C` has derivative `B` at `t = 0`. -/
theorem quadraticPath_deriv (A B C : Matrix n n ℂ) :
    HasMatrixDerivAt (quadraticPath A B C) B 0 := by
  intro i j
  have h : HasDerivAt (fun t : ℝ => (t : ℂ)) 1 0 := by
    simpa using (hasDerivAt_id (0 : ℝ)).ofReal_comp
  have e : (fun t => quadraticPath A B C t i j)
      = fun t : ℝ => A i j + (t : ℂ) * B i j + (t : ℂ) ^ 2 * C i j := by
    funext t
    simp [quadraticPath]
  change HasDerivAt (fun t => quadraticPath A B C t i j) (B i j) 0
  rw [e]
  exact (((h.mul_const (B i j)).const_add (A i j)).fun_add
    ((h.fun_pow 2).mul_const (C i j))).congr_deriv (by simp)
```

Take the orbital c = (1, t), so P = c cᵀ, with

S = [[1 − 2t + 2t², 1 − 2t], [1 − 2t, 2]]

H = [[1 + t, 1], [1, 3]].

Then cᵀS c = 1 for all t. At t = 0 the basis functions have squared norms 1 and 2, so their normalised overlap is 1/√2. Directly,

E = 1 + 3t + 3t², so E' = 3 at t = 0.

The formula agrees: tr(P H') = 1 and tr(W S') = −2, giving 1 + 2 = 3. Without the overlap term the slope would come out as 1. The example is chosen for easy arithmetic: its overlap term comes entirely from the changing norm of the first basis function. Basis functions that move rigidly with the nuclei keep their norms, and their overlap term comes from off-diagonal entries of S'. The theorem below checks the hypotheses and the value −2 entry by entry.

```lean
/-- An explicit two-orbital family with moving overlap is differentiable at `t = 0`, idempotent for
all `t` and stationary at `t = 0`, and there `tr (W S') = -2`. -/
theorem pulay_force_witness :
    let S := quadraticPath (n := Fin 2) !![1, 1; 1, 2] !![-2, -2; -2, 0] !![2, 0; 0, 0]
    let P := quadraticPath (n := Fin 2) !![1, 0; 0, 0] !![0, 1; 1, 0] !![0, 0; 0, 1]
    let H := quadraticPath (n := Fin 2) !![1, 1; 1, 3] !![1, 0; 0, 0] 0
    HasMatrixDerivAt S !![-2, -2; -2, 0] 0 ∧ HasMatrixDerivAt P !![0, 1; 1, 0] 0 ∧
      HasMatrixDerivAt H !![1, 0; 0, 0] 0 ∧ (∀ t, P t * S t * P t = P t) ∧
      H 0 * P 0 * S 0 = S 0 * P 0 * H 0 ∧
      Matrix.trace (energyWeighted (P 0) (H 0) * !![-2, -2; -2, 0]) = -2 := by
  intro S P H
  refine ⟨quadraticPath_deriv _ _ _, quadraticPath_deriv _ _ _, quadraticPath_deriv _ _ _,
    fun t => ?_, ?_, ?_⟩
  · ext i j
    fin_cases i <;> fin_cases j <;>
      simp [S, P, quadraticPath, Matrix.mul_apply, Fin.sum_univ_two] <;> ring
  · ext i j
    fin_cases i <;> fin_cases j <;>
      simp [S, P, H, quadraticPath, Matrix.mul_apply, Fin.sum_univ_two]
  · simp [P, H, energyWeighted, quadraticPath, Matrix.trace, Fin.sum_univ_two]

end DensityMatrixPulay
```

```lean
#print axioms DensityMatrixPulay.pulay_force
#print axioms DensityMatrixPulay.electron_number_stationary
#print axioms DensityMatrixPulay.stationary_iff
```

```
'DensityMatrixPulay.pulay_force' depends on axioms: [propext, Classical.choice, Quot.sound]
'DensityMatrixPulay.electron_number_stationary' depends on axioms: [propext, Classical.choice, Quot.sound]
'DensityMatrixPulay.stationary_iff' depends on axioms: [propext, Classical.choice, Quot.sound]
```
